# The ultrasoft force formula for one normalised eigenstate, with its orthonormality term

With one plane wave and one projector of strength t, let H = d t² and S = 1 + t² for a real coupling d: the energy e = d t²/(1 + t²) has slope 2 d t/(1 + t²)², whereas differentiating H alone in the normalised state gives 2 d t/(1 + t²). The Lean file below proves a formula for matrices of any finite size that accounts for this difference, for an S-normalised eigenstate that is differentiable in t and augmentation charges that do not depend on t.

```lean
import Mathlib

open Matrix

namespace UltrasoftForce

noncomputable section

variable {n m : Type*} [Fintype n] [Fintype m]

/-- The operator `A + B M B*`: a plane-wave part `A` and a nonlocal part with projectors `B`
and coupling matrix `M`. -/
def dressed (A : Matrix n n ℂ) (B : Matrix n m ℂ) (M : Matrix m m ℂ) : Matrix n n ℂ :=
  A + B * M * Bᴴ

/-- A matrix element of a dressed operator is the plane-wave matrix element plus the coupling
matrix taken between the projections `B* u` and `B* v`. -/
theorem dressed_element (A : Matrix n n ℂ) (B : Matrix n m ℂ) (M : Matrix m m ℂ)
    (u v : n → ℂ) :
    star u ⬝ᵥ dressed A B M *ᵥ v =
      star u ⬝ᵥ A *ᵥ v + star (Bᴴ *ᵥ u) ⬝ᵥ M *ᵥ (Bᴴ *ᵥ v) := by
  rw [dressed, Matrix.add_mulVec, dotProduct_add, Matrix.star_mulVec,
    Matrix.conjTranspose_conjTranspose, ← Matrix.dotProduct_mulVec]
  simp only [Matrix.mulVec_mulVec, Matrix.mul_assoc]

/-- For a Hermitian matrix, exchanging the two states leaves the real part of the matrix
element unchanged. -/
theorem re_element_symm {A : Matrix n n ℂ} (hA : A.IsHermitian) (u w : n → ℂ) :
    (star u ⬝ᵥ A *ᵥ w).re = (star w ⬝ᵥ A *ᵥ u).re := by
  have h : star u ⬝ᵥ A *ᵥ w = star (star (A *ᵥ w) ⬝ᵥ u) := by
    apply Matrix.star_dotProduct
  rw [h, Matrix.star_mulVec, hA.eq, ← Matrix.dotProduct_mulVec]
  exact Complex.conj_re _

/-- Product rule for the real part of an expectation value `⟨v, M v⟩`, when `v` and `M` are
differentiable at `t₀` and `M` is Hermitian there. -/
theorem hasDerivAt_expectation {v : ℝ → n → ℂ} {v' : n → ℂ} {M : ℝ → Matrix n n ℂ}
    {M' : Matrix n n ℂ} {t₀ : ℝ} (hv : ∀ i, HasDerivAt (fun t => v t i) (v' i) t₀)
    (hM : ∀ i j, HasDerivAt (fun t => M t i j) (M' i j) t₀) (hH : (M t₀).IsHermitian) :
    HasDerivAt (fun t => (star (v t) ⬝ᵥ M t *ᵥ v t).re)
      ((star (v t₀) ⬝ᵥ M' *ᵥ v t₀).re + 2 * (star v' ⬝ᵥ M t₀ *ᵥ v t₀).re) t₀ := by
  have hc : HasDerivAt (fun t => ∑ i, star (v t i) * ∑ j, M t i j * v t j)
      (∑ i, (star (v' i) * ∑ j, M t₀ i j * v t₀ j +
        star (v t₀ i) * ∑ j, (M' i j * v t₀ j + M t₀ i j * v' j))) t₀ :=
    HasDerivAt.fun_sum fun i _ => (hv i).star.fun_mul
      (HasDerivAt.fun_sum fun j _ => (hM i j).fun_mul (hv j))
  have hval : (∑ i, (star (v' i) * ∑ j, M t₀ i j * v t₀ j +
        star (v t₀ i) * ∑ j, (M' i j * v t₀ j + M t₀ i j * v' j))) =
      star v' ⬝ᵥ M t₀ *ᵥ v t₀ + star (v t₀) ⬝ᵥ M' *ᵥ v t₀ + star (v t₀) ⬝ᵥ M t₀ *ᵥ v' := by
    simp only [dotProduct, Matrix.mulVec, Pi.star_apply, Finset.sum_add_distrib, mul_add]
    ring
  rw [hval] at hc
  have hre : HasDerivAt (fun t => (star (v t) ⬝ᵥ M t *ᵥ v t).re)
      (star v' ⬝ᵥ M t₀ *ᵥ v t₀ + star (v t₀) ⬝ᵥ M' *ᵥ v t₀ + star (v t₀) ⬝ᵥ M t₀ *ᵥ v').re
      t₀ := Complex.reCLM.hasFDerivAt.comp_hasDerivAt t₀ hc
  refine hre.congr_deriv ?_
  rw [Complex.add_re, Complex.add_re, re_element_symm hH (v t₀) v']
  ring

omit [Fintype m] in
/-- The projections `B* c` change through the motion of the projectors and through the
response of the state, both differentiable at `t₀`. -/
theorem hasDerivAt_projection {B : ℝ → Matrix n m ℂ} {B' : Matrix n m ℂ} {c : ℝ → n → ℂ}
    {c' : n → ℂ} {t₀ : ℝ} (hB : ∀ i j, HasDerivAt (fun t => B t i j) (B' i j) t₀)
    (hc : ∀ i, HasDerivAt (fun t => c t i) (c' i) t₀) (j : m) :
    HasDerivAt (fun t => ((B t)ᴴ *ᵥ c t) j) ((B'ᴴ *ᵥ c t₀ + (B t₀)ᴴ *ᵥ c') j) t₀ := by
  have h : HasDerivAt (fun t => ∑ i, star (B t i j) * c t i)
      (∑ i, (star (B' i j) * c t₀ i + star (B t₀ i j) * c' i)) t₀ :=
    HasDerivAt.fun_sum fun i _ => (hB i j).star.fun_mul (hc i)
  rw [Finset.sum_add_distrib] at h
  exact h

/-- Ultrasoft force: let `c` be an `S`-normalised solution of `H c = e S c` for all `t`, with
`H = h + B D B*`, `S = 1 + B q B*` and constant `q`. If `h`, `B`, `D`, `c` are differentiable at
`t₀` and `h`, `D`, `q` are Hermitian there, then `e` has the derivative
`Re ⟨c, h' c⟩ + Re ⟨b, D' b⟩ + 2 Re ⟨β, (D - e q) b⟩`, where `b = B* c` and `β = (B')* c`. -/
theorem ultrasoft_force [DecidableEq n] {h : ℝ → Matrix n n ℂ} {h' : Matrix n n ℂ}
    {B : ℝ → Matrix n m ℂ} {B' : Matrix n m ℂ} {D : ℝ → Matrix m m ℂ} {D' q : Matrix m m ℂ}
    {c : ℝ → n → ℂ} {c' : n → ℂ} {e : ℝ → ℝ} {t₀ : ℝ}
    (dh : ∀ i j, HasDerivAt (fun t => h t i j) (h' i j) t₀)
    (dB : ∀ i j, HasDerivAt (fun t => B t i j) (B' i j) t₀)
    (dD : ∀ i j, HasDerivAt (fun t => D t i j) (D' i j) t₀)
    (dc : ∀ i, HasDerivAt (fun t => c t i) (c' i) t₀)
    (hh : (h t₀).IsHermitian) (hD : (D t₀).IsHermitian) (hq : q.IsHermitian)
    (eig : ∀ t, dressed (h t) (B t) (D t) *ᵥ c t = (e t : ℂ) • (dressed 1 (B t) q *ᵥ c t))
    (nrm : ∀ t, star (c t) ⬝ᵥ dressed 1 (B t) q *ᵥ c t = 1) :
    HasDerivAt e ((star (c t₀) ⬝ᵥ h' *ᵥ c t₀).re
      + (star ((B t₀)ᴴ *ᵥ c t₀) ⬝ᵥ D' *ᵥ ((B t₀)ᴴ *ᵥ c t₀)).re
      + 2 * (star (B'ᴴ *ᵥ c t₀) ⬝ᵥ
          (D t₀ - (e t₀ : ℂ) • q) *ᵥ ((B t₀)ᴴ *ᵥ c t₀)).re) t₀ := by
  -- energy and norm, split into plane-wave and projector parts
  have hE : ∀ t, e t = (star (c t) ⬝ᵥ h t *ᵥ c t).re
      + (star ((B t)ᴴ *ᵥ c t) ⬝ᵥ D t *ᵥ ((B t)ᴴ *ᵥ c t)).re := fun t => by
    rw [← Complex.add_re, ← dressed_element, eig t, dotProduct_smul, nrm t]
    simp
  have hN : ∀ t, (star (c t) ⬝ᵥ (1 : Matrix n n ℂ) *ᵥ c t).re
      + (star ((B t)ᴴ *ᵥ c t) ⬝ᵥ q *ᵥ ((B t)ᴴ *ᵥ c t)).re = 1 := fun t => by
    rw [← Complex.add_re, ← dressed_element, nrm t, Complex.one_re]
  have db := hasDerivAt_projection dB dc
  have h1 := hasDerivAt_expectation dc dh hh
  have h2 := hasDerivAt_expectation db dD hD
  have h3 := hasDerivAt_expectation (M := fun _ => (1 : Matrix n n ℂ)) (M' := 0) dc
    (fun i j => hasDerivAt_const t₀ _) Matrix.isHermitian_one
  have h4 := hasDerivAt_expectation (M := fun _ => q) (M' := 0) db
    (fun i j => hasDerivAt_const t₀ _) hq
  -- the norm is conserved
  have hz := (h3.fun_add h4).unique
    ((hasDerivAt_const t₀ (1 : ℝ)).congr_of_eventuallyEq (Filter.Eventually.of_forall hN))
  -- the eigenvalue equation tested against the response `c'`
  have hs := congrArg (fun w => (star c' ⬝ᵥ w).re) (eig t₀)
  simp only [dotProduct_smul, dressed_element, smul_eq_mul, Complex.re_ofReal_mul,
    Complex.add_re] at hs
  refine ((h1.fun_add h2).congr_of_eventuallyEq
    (Filter.Eventually.of_forall hE)).congr_deriv ?_
  simp only [star_add, add_dotProduct, Complex.add_re, Matrix.zero_mulVec, dotProduct_zero,
    Complex.zero_re] at hz ⊢
  rw [Matrix.sub_mulVec, Matrix.smul_mulVec, dotProduct_sub, dotProduct_smul, smul_eq_mul,
    Complex.sub_re, Complex.re_ofReal_mul]
  linear_combination 2 * hs + e t₀ * hz

/-- When an atom is displaced by `t`, its projector component `p` at wave number `g` acquires
the phase `exp(-i g t)`, and the derivative multiplies this component by `-i g`. -/
theorem hasDerivAt_displaced_projector (g : ℝ) (p : ℂ) (t : ℝ) :
    HasDerivAt (fun s : ℝ => Complex.exp (-(Complex.I * g) * s) * p)
      (-(Complex.I * g) * (Complex.exp (-(Complex.I * g) * t) * p)) t := by
  have h0 : HasDerivAt (fun s : ℝ => -(Complex.I * g) * (s : ℂ)) (-(Complex.I * g)) t := by
    simpa using ((hasDerivAt_id t).ofReal_comp).const_mul (-(Complex.I * (g : ℂ)))
  exact (h0.cexp.mul_const p).congr_deriv (by ring)

/-- A one-by-one matrix with a real entry. -/
def scalarMat (x : ℝ) : Matrix (Fin 1) (Fin 1) ℂ := Matrix.of fun _ _ => (x : ℂ)

/-- The state `1/√(1 + t²)` of the model with one plane wave and one projector of strength
`t`. -/
def modelState (t : ℝ) : Fin 1 → ℂ := fun _ => ((√(1 + t ^ 2) : ℝ) : ℂ)⁻¹

/-- The energy `d t²/(1 + t²)` of the one-projector model with coupling `d`. -/
def modelEnergy (d t : ℝ) : ℝ := d * t ^ 2 / (1 + t ^ 2)

/-- The one-projector model with `h = 0`, `B = t`, `D = d`, `q = 1` satisfies the generalised
eigenvalue equation and the normalisation for every `t`. -/
theorem ultrasoft_force_witness (d t : ℝ) :
    dressed 0 (scalarMat t) (scalarMat d) *ᵥ modelState t =
        (modelEnergy d t : ℂ) • (dressed 1 (scalarMat t) (scalarMat 1) *ᵥ modelState t) ∧
      star (modelState t) ⬝ᵥ dressed 1 (scalarMat t) (scalarMat 1) *ᵥ modelState t = 1 := by
  have hw : (1 + (t : ℂ) ^ 2) ≠ 0 := by
    exact_mod_cast (by positivity : (1 + t ^ 2 : ℝ) ≠ 0)
  have hs : ((√(1 + t ^ 2) : ℝ) : ℂ) ^ 2 = 1 + (t : ℂ) ^ 2 := by
    exact_mod_cast Real.sq_sqrt (by positivity : (0 : ℝ) ≤ 1 + t ^ 2)
  have hS : dressed 1 (scalarMat t) (scalarMat 1) =
      (1 + (t : ℂ) ^ 2) • (1 : Matrix (Fin 1) (Fin 1) ℂ) := by
    ext i j
    fin_cases i; fin_cases j
    simp [dressed, scalarMat, Matrix.mul_apply, pow_two]
  have hH : dressed 0 (scalarMat t) (scalarMat d) =
      ((d : ℂ) * (t : ℂ) ^ 2) • (1 : Matrix (Fin 1) (Fin 1) ℂ) := by
    ext i j
    fin_cases i; fin_cases j
    simp [dressed, scalarMat, Matrix.mul_apply]
    ring
  constructor
  · have hE : (modelEnergy d t : ℂ) * (1 + (t : ℂ) ^ 2) = (d : ℂ) * (t : ℂ) ^ 2 := by
      rw [modelEnergy]
      push_cast
      exact div_mul_cancel₀ _ hw
    rw [hS, hH, Matrix.smul_mulVec, Matrix.smul_mulVec, smul_smul, hE]
  · have hc : star (modelState t) ⬝ᵥ modelState t = (((√(1 + t ^ 2) : ℝ) : ℂ) ^ 2)⁻¹ := by
      simp [modelState, dotProduct, pow_two]
    rw [hS, Matrix.smul_mulVec, Matrix.one_mulVec, dotProduct_smul, hc, hs, smul_eq_mul,
      mul_inv_cancel₀ hw]

/-- In the one-projector model with nonzero coupling `d` and nonzero `t`, the expression
`2 Re ⟨β, D b⟩` with `b = B* c` and `β = (B')* c`, which lacks the orthonormality term, is not the
derivative of the energy. -/
theorem orthonormality_term_needed {d t : ℝ} (hd : d ≠ 0) (ht : t ≠ 0) :
    ¬ HasDerivAt (modelEnergy d) (2 * (star ((scalarMat 1)ᴴ *ᵥ modelState t) ⬝ᵥ
      scalarMat d *ᵥ ((scalarMat t)ᴴ *ᵥ modelState t)).re) t := by
  intro hn
  have hw : (1 + t ^ 2 : ℝ) ≠ 0 := by positivity
  have hs : ((√(1 + t ^ 2) : ℝ) : ℂ) ^ 2 = 1 + (t : ℂ) ^ 2 := by
    exact_mod_cast Real.sq_sqrt (by positivity : (0 : ℝ) ≤ 1 + t ^ 2)
  have hv : star ((scalarMat 1)ᴴ *ᵥ modelState t) ⬝ᵥ
      scalarMat d *ᵥ ((scalarMat t)ᴴ *ᵥ modelState t) = ((d * t / (1 + t ^ 2) : ℝ) : ℂ) := by
    push_cast
    rw [← hs]
    simp only [scalarMat, modelState, Matrix.mulVec, dotProduct, Fin.sum_univ_one,
      Matrix.conjTranspose_apply, Matrix.of_apply, Pi.star_apply, Complex.star_def,
      Complex.conj_ofReal, map_mul, map_inv₀, Complex.ofReal_one, map_one]
    ring
  have hp : HasDerivAt (fun s : ℝ => s ^ 2) (2 * t) t := by
    simpa using hasDerivAt_pow 2 t
  have he : HasDerivAt (modelEnergy d) (2 * d * t / (1 + t ^ 2) ^ 2) t :=
    ((hp.const_mul d).fun_div (hp.const_add 1) hw).congr_deriv (by ring)
  -- the two slopes differ by a factor `1 + t²`
  have h := hn.unique he
  rw [hv, Complex.ofReal_re, ← mul_div_assoc, div_eq_div_iff hw (pow_ne_zero 2 hw)] at h
  have h0 : 2 * d * t * (1 + t ^ 2) * t ^ 2 = 0 := by linear_combination h
  exact absurd h0 (by positivity)

end

end UltrasoftForce
```

```lean
#print axioms UltrasoftForce.ultrasoft_force
#print axioms UltrasoftForce.hasDerivAt_displaced_projector
#print axioms UltrasoftForce.orthonormality_term_needed
```

```
'UltrasoftForce.ultrasoft_force' depends on axioms: [propext, Classical.choice, Quot.sound]
'UltrasoftForce.hasDerivAt_displaced_projector' depends on axioms: [propext, Classical.choice, Quot.sound]
'UltrasoftForce.orthonormality_term_needed' depends on axioms: [propext, Classical.choice, Quot.sound]
```

## Where the factor 1 + t² comes from

In the small model the state normalised with S is c = 1/√(1 + t²). Its projection is b = t c, and the derivative of the projector, applied to the same state, gives β = c. The slope obtained from H alone is therefore

2 β d b = 2 d t/(1 + t²).

For a fixed c the norm ⟨c,Sc⟩ would change with t, because S does, so c has to change to keep it equal to 1. Replacing d by d − e corrects for this. Since d − e = d/(1 + t²), the result is

2 β (d − e) b = 2 d t/(1 + t²)²,

which is the true slope of e. The term with −e is the orthonormality term. The two expressions agree only when d = 0 or t = 0.

## The general eigenvalue problem

Write ⟨u,v⟩ = Σᵢ conj(uᵢ) vᵢ, and let a star on a matrix denote its conjugate transpose. The operators are

H(t) = h(t) + B(t) D(t) B(t)*,  S(t) = 1 + B(t) q B(t)*.

The matrix h holds the kinetic energy and the local potential in a plane-wave basis. The columns of B are the projectors of the atoms, and D is the coupling matrix of the nonlocal potential. The matrix q holds the integrated augmentation charges, which restore the norm missing from the smooth wavefunction. It is constant because these charges move rigidly with their atoms. D may vary, since in ultrasoft schemes it contains integrals of the local potential over the augmentation functions.

The state c and the real energy e satisfy

H c = e S c,  ⟨c,Sc⟩ = 1.

With b = B*c and β = (B')*c, where a prime denotes the derivative at t₀, `ultrasoft_force` states that e is differentiable at t₀ and

e' = Re⟨c,h'c⟩ + Re⟨b,D'b⟩ + 2 Re⟨β,(D − e q)b⟩.

If t is the displacement of an atom and the electrons are independent, each electron in this state contributes −e' to the force on that atom along the displacement. The same −e q correction enters forces computed with ultrasoft pseudopotentials; the theorem treats a single eigenvalue in a finite basis, not a self-consistent total energy.

## What the hypotheses fix

The types `n` and `m` index plane waves and projectors, and both are finite. The definition `dressed A B M` is A + B M B*, so `dressed (h t) (B t) (D t)` is H(t) and `dressed 1 (B t) q` is S(t). In Lean, ⟨u,Mv⟩ is written `star u ⬝ᵥ M *ᵥ v`.

The hypotheses `dh`, `dB`, `dD` and `dc` give the derivatives entry by entry at t₀. Nothing is assumed about the derivative of `e`. The type `ℝ → ℝ` makes the energy real, while `eig` and `nrm` impose the eigenvalue equation and the normalisation for every real t.

Hermiticity of h and D is required only at t₀, so ⟨c,h'c⟩ and ⟨b,D'b⟩ need not be real separately, and the statement takes the real part of each. If h and D are Hermitian throughout a neighbourhood of t₀, their derivatives are Hermitian too, and the first two expectation values are real anyway.

Differentiability of c is an assumption. It selects a branch of eigenstates, including their phases, that is differentiable at t₀, which matters where levels cross. The basis does not move with the atoms, so no term from a changing basis appears. Occupations, ion–ion repulsion and the self-consistent response of the density are absent, and any change of h or D with t must already be contained in h' and D'.

## How the response of the state disappears

A matrix element of a dressed operator splits into two parts:

⟨u,(A + B M B*)v⟩ = ⟨u,Av⟩ + ⟨B*u,M B*v⟩.

Taking the eigenvalue equation between c and c, and using the normalisation, gives

e = ⟨c,hc⟩ + ⟨b,Db⟩,

1 = ⟨c,c⟩ + ⟨b,qb⟩.

The right-hand side of the first equation is differentiable at t₀, hence so is e. The projections change both because the projectors move and because the state responds:

b' = β + B*c'.

For a matrix M that is Hermitian at t₀, ⟨v,Mv'⟩ is the complex conjugate of ⟨v',Mv⟩, so the product rule becomes

(Re⟨v,Mv⟩)' = Re⟨v,M'v⟩ + 2 Re⟨v',Mv⟩.

Applied to the energy, it yields

e' = Re⟨c,h'c⟩ + Re⟨b,D'b⟩ + 2 Re[⟨c',hc⟩ + ⟨B*c',Db⟩ + ⟨β,Db⟩].

The first two terms in the bracket combine to ⟨c',Hc⟩. The norm is treated in the same way, with q constant:

0 = 2 Re[⟨c',c⟩ + ⟨B*c',qb⟩ + ⟨β,qb⟩] = 2 Re⟨c',Sc⟩ + 2 Re⟨β,qb⟩.

Subtracting e times this identity from e' leaves

e' = Re⟨c,h'c⟩ + Re⟨b,D'b⟩ + 2 Re⟨β,(D − e q)b⟩ + 2 Re⟨c',(H − e S)c⟩.

The last term vanishes by the eigenvalue equation. The energy slope thus needs no explicit value of c', although the state may respond.

## The same cancellation in Lean

`dressed_element` is the splitting of matrix elements, and `re_element_symm` is the exchange of two states under a Hermitian matrix. `hasDerivAt_expectation` differentiates the finite sums in an expectation value, takes the real part and uses this exchange to merge the two terms containing v'. `hasDerivAt_projection` gives b' = β + B*c'.

In the main proof, `hE` and `hN` are the split energy and norm. The product rule is applied four times: to h and the identity with the state c, and to D and q with the projections b. The derivative of the norm is then computed in two ways, once by these rules and once as the derivative of the constant 1. Uniqueness of derivatives turns this into the identity `hz`. The fact `hs` is the real part of the eigenvalue equation tested against c'.

The closing step, `linear_combination 2 * hs + e t₀ * hz`, is the subtraction above: the factor 2 belongs to the tested eigenvalue equation and the factor e to the norm identity.

## Moving projectors and the one-projector check

For a rigidly displaced atom, a projector component at wave number g along the displacement carries the phase exp(−i g t). `hasDerivAt_displaced_projector` shows by the chain rule that its derivative is −i g times the component itself. These are the entries of B' for the projectors of that atom; projectors on atoms that stay in place contribute zero.

The remaining declarations treat the model from the opening, with h = 0, B = t, D = d and q = 1. There t is the strength of the projector, not the position of an atom. `ultrasoft_force_witness` verifies the eigenvalue equation and the normalisation for all real d and t, by writing H and S as multiples of the one-by-one identity.

`orthonormality_term_needed` shows that, for d ≠ 0 and t ≠ 0, the expression 2 Re⟨β,Db⟩ is not the derivative of the model energy. Its proof evaluates this expression, differentiates d t²/(1 + t²) by the quotient rule and supposes that the two slopes are equal. Clearing denominators then gives

2 d t (1 + t²) t² = 0,

which is impossible when d and t are nonzero.
